# In circular hydrogenic states with $n=l+1\ge 2$, $\langle r^{-3}\rangle = Z^3/\big(n^3\,l(l+\tfrac12)(l+1)\big)$ in atomic units

## Can the radial factor of the hyperfine constant be proved and machine-checked?

I work in atomic units, with a fixed point nucleus of charge $Z>0$ and one non-relativistic electron. For an integer $n\ge 2$ and $l=n-1$, the circular radial function is, up to normalization,

$$R(r)=r^{l}e^{-Zr/n},$$

and the mean of a function $f(r)$ is

$$\langle f\rangle=\frac{\int_0^\infty f(r)\,R(r)^2r^2\,dr}{\int_0^\infty R(r)^2r^2\,dr}.$$

The magnetic hyperfine constant of such an electron contains $\langle r^{-3}\rangle$, multiplied by the nuclear moment and an angular factor. I use the value

$$\langle r^{-3}\rangle=\frac{Z^3}{n^3\,l\,(l+\frac12)(l+1)}.$$

I would like to see this derived in full and checked in Lean, including the convergence of the integral at the nucleus. I would also like to see where $l\ge 1$ enters.

## The density is a power times an exponential, so factorials give the answer

### The function solves the radial Coulomb equation

Put $u(r)=rR(r)=r^{n}e^{-Zr/n}$. Its first derivative is

$$u'=\Big(\frac nr-\frac Zn\Big)u.$$

Differentiating once more gives

$$u''=\Big[\Big(\frac nr-\frac Zn\Big)^2-\frac n{r^2}\Big]u=\Big[\frac{n(n-1)}{r^2}-\frac{2Z}{r}+\frac{Z^2}{n^2}\Big]u.$$

Since $n(n-1)=l(l+1)$, the centrifugal and Coulomb terms cancel in

$$-\frac12u''+\Big(\frac{l(l+1)}{2r^2}-\frac Zr\Big)u=-\frac{Z^2}{2n^2}\,u .$$

So $R$ is a hydrogenic function with energy $-Z^2/(2n^2)$.

### Inverse moments are ratios of factorials

Let $a=2Z/n$. The radial density is $R^2r^2=r^{2l+2}e^{-ar}$. For a natural number $k$, write

$$I_k=\int_0^\infty r^ke^{-ar}\,dr .$$

Then $I_0=1/a$. For $k\ge1$, integration by parts gives $I_k=(k/a)I_{k-1}$, because the boundary terms vanish. Hence $I_k=k!/a^{k+1}$.

In particular, the squared norm of $R$ is $(2l+2)!/a^{2l+3}$, and the normalized function is $\sqrt{a^{2l+3}/(2l+2)!}\;R$.

A factor $r^{-p}$ lowers the power in the density from $2l+2$ to $q=2l+2-p$. As long as $q\ge0$,

$$\langle r^{-p}\rangle=\frac{q!/a^{q+1}}{(2l+2)!/a^{2l+3}}=a^p\,\frac{q!}{(2l+2)!}.$$

For $p=3$ we have $q=2l-1$, which is non-negative exactly when $l\ge1$. Three factors of the larger factorial survive:

$$\langle r^{-3}\rangle=\frac{a^3}{(2l+2)(2l+1)(2l)}=\frac{8Z^3/n^3}{8\,(l+1)(l+\frac12)\,l}=\frac{Z^3}{n^3\,l(l+\frac12)(l+1)}.$$

For $p=2$ two factors survive, and $n=l+1$ gives

$$\langle r^{-2}\rangle=\frac{4Z^2/n^2}{4(l+1)(l+\frac12)}=\frac{Z^2}{n^3(l+\frac12)}.$$

Comparing the two values for $l\ge1$ yields $l(l+1)\langle r^{-3}\rangle=Z\langle r^{-2}\rangle$: the mean centrifugal force balances the mean Coulomb attraction.

### At $l=0$ the integral diverges

For $l=0$, hence $n=1$, the integrand of the numerator is $r^{-3}\cdot r^2e^{-2Zr}=e^{-2Zr}/r$. On $(0,1]$ the exponential is bounded away from zero, so the integral diverges logarithmically, like that of $1/r$. The magnetic coupling of an s electron is described by the Fermi contact term, which depends on the density at the nucleus.

### The Lean file

```lean
import Mathlib

open MeasureTheory Set

namespace CircularHyperfine

noncomputable section

/-- The unnormalized circular hydrogenic radial function `r^l exp(-Z r / n)` with `n = l + 1`,
in atomic units. -/
def circularRadial (Z : ℝ) (l : ℕ) (r : ℝ) : ℝ :=
  r ^ l * Real.exp (-(Z * r / ((l : ℝ) + 1)))

/-- The reduced radial function `u(r) = r R(r)`. -/
def reducedRadial (Z : ℝ) (l : ℕ) (r : ℝ) : ℝ := r * circularRadial Z l r

/-- The normalized expectation of `f(r)` in the radial function `R`, with weight `r²`
on `(0, ∞)`. -/
def radialMean (R f : ℝ → ℝ) : ℝ :=
  (∫ r in Ioi (0 : ℝ), f r * (R r ^ 2 * r ^ 2)) / ∫ r in Ioi (0 : ℝ), R r ^ 2 * r ^ 2

/-- The logarithmic derivative of the reduced circular function is `n/r - Z/n`. -/
theorem hasDerivAt_reducedRadial (Z : ℝ) (l : ℕ) {r : ℝ} (hr : r ≠ 0) :
    HasDerivAt (reducedRadial Z l)
      ((((l : ℝ) + 1) / r - Z / ((l : ℝ) + 1)) * reducedRadial Z l r) r := by
  have hn : (l : ℝ) + 1 ≠ 0 := by positivity
  have h2 : HasDerivAt (fun x : ℝ => -(Z * x / ((l : ℝ) + 1))) (-(Z / ((l : ℝ) + 1))) r := by
    have h := (hasDerivAt_id' r).const_mul (-(Z / ((l : ℝ) + 1)))
    refine (h.congr_deriv (by ring)).congr_of_eventuallyEq (Filter.Eventually.of_forall fun x => ?_)
    show -(Z * x / ((l : ℝ) + 1)) = -(Z / ((l : ℝ) + 1)) * x
    ring
  have h3 := (hasDerivAt_pow (l + 1) r).fun_mul h2.exp
  refine (h3.congr_of_eventuallyEq (Filter.Eventually.of_forall fun x => ?_)).congr_deriv ?_
  · show x * (x ^ l * Real.exp (-(Z * x / ((l : ℝ) + 1)))) =
      x ^ (l + 1) * Real.exp (-(Z * x / ((l : ℝ) + 1)))
    ring
  · simp only [reducedRadial, circularRadial, Nat.add_sub_cancel, Nat.cast_add, Nat.cast_one]
    generalize Real.exp (-(Z * r / ((l : ℝ) + 1))) = E
    field_simp
    ring

/-- The reduced circular function solves the radial Schrödinger equation in the Coulomb potential
`-Z/r` with energy `-Z²/(2n²)`. -/
theorem radial_schrodinger (Z : ℝ) (l : ℕ) {r : ℝ} (hr : 0 < r) :
    -(1 / 2) * deriv (deriv (reducedRadial Z l)) r
      + ((l : ℝ) * (l + 1) / (2 * r ^ 2) - Z / r) * reducedRadial Z l r
      = -(Z ^ 2 / (2 * ((l : ℝ) + 1) ^ 2)) * reducedRadial Z l r := by
  have hn : (l : ℝ) + 1 ≠ 0 := by positivity
  have hr0 : r ≠ 0 := hr.ne'
  -- near r the first derivative is given by the logarithmic derivative
  have he : deriv (reducedRadial Z l) =ᶠ[nhds r] fun x =>
      (((l : ℝ) + 1) * x⁻¹ - Z / ((l : ℝ) + 1)) * reducedRadial Z l x := by
    filter_upwards [isOpen_ne.mem_nhds hr0] with x hx
    rw [(hasDerivAt_reducedRadial Z l hx).deriv, div_eq_mul_inv ((l : ℝ) + 1) x]
  have h1 := (((hasDerivAt_inv hr0).const_mul ((l : ℝ) + 1)).sub_const
    (Z / ((l : ℝ) + 1))).fun_mul (hasDerivAt_reducedRadial Z l hr0)
  rw [he.deriv_eq, h1.deriv]
  generalize reducedRadial Z l r = u
  field_simp
  ring

/-- The radial moment integral of an exponential: `∫ r^k exp(-a r) dr = k!/a^(k+1)`. -/
theorem integral_pow_exp (k : ℕ) {a : ℝ} (ha : 0 < a) :
    ∫ r in Ioi (0 : ℝ), r ^ k * Real.exp (-(a * r)) = (k.factorial : ℝ) / a ^ (k + 1) := by
  have h := Real.integral_rpow_mul_exp_neg_mul_Ioi (a := (k : ℝ) + 1) (r := a) (by positivity) ha
  rw [Real.Gamma_nat_eq_factorial] at h
  simp only [add_sub_cancel_right, Real.rpow_natCast] at h
  have hp : (1 / a) ^ ((k : ℝ) + 1) = (1 / a) ^ (k + 1) := by
    exact_mod_cast Real.rpow_natCast (1 / a) (k + 1)
  rw [h, hp, one_div, inv_pow, div_eq_mul_inv, mul_comm]

lemma integrableOn_pow_exp (k : ℕ) {a : ℝ} (ha : 0 < a) :
    IntegrableOn (fun r : ℝ => r ^ k * Real.exp (-(a * r))) (Ioi 0) := by
  by_contra h
  have h0 : ∫ r in Ioi (0 : ℝ), r ^ k * Real.exp (-(a * r)) = 0 := integral_undef h
  rw [integral_pow_exp k ha] at h0
  have hk : (0 : ℝ) < k.factorial := by exact_mod_cast k.factorial_pos
  have : 0 < (k.factorial : ℝ) / a ^ (k + 1) := div_pos hk (pow_pos ha _)
  linarith

lemma density_eq (Z : ℝ) (l : ℕ) (r : ℝ) :
    circularRadial Z l r ^ 2 * r ^ 2
      = r ^ (2 * l + 2) * Real.exp (-(2 * Z / ((l : ℝ) + 1) * r)) := by
  have h : Real.exp (-(Z * r / ((l : ℝ) + 1))) ^ 2
      = Real.exp (-(2 * Z / ((l : ℝ) + 1) * r)) := by
    rw [← Real.exp_nat_mul]
    congr 1
    push_cast
    ring
  rw [circularRadial, mul_pow, h]
  ring

/-- For `q + p = 2l + 2` the expectation of `r⁻ᵖ` in the circular function converges and equals
`(2Z/n)^p q!/(2l+2)!`. -/
theorem mean_inv_pow {Z : ℝ} (hZ : 0 < Z) {l p q : ℕ} (hq : q + p = 2 * l + 2) :
    IntegrableOn (fun r => (r ^ p)⁻¹ * (circularRadial Z l r ^ 2 * r ^ 2)) (Ioi 0) ∧
    radialMean (circularRadial Z l) (fun r => (r ^ p)⁻¹)
      = (2 * Z / ((l : ℝ) + 1)) ^ p * (q.factorial : ℝ) / ((2 * l + 2).factorial : ℝ) := by
  have ha : 0 < 2 * Z / ((l : ℝ) + 1) := by positivity
  -- the inverse power lowers the power of r in the density
  have hE : EqOn (fun r => (r ^ p)⁻¹ * (circularRadial Z l r ^ 2 * r ^ 2))
      (fun r => r ^ q * Real.exp (-(2 * Z / ((l : ℝ) + 1) * r))) (Ioi 0) := by
    intro r hr
    have hr0 : r ≠ 0 := ne_of_gt hr
    show (r ^ p)⁻¹ * (circularRadial Z l r ^ 2 * r ^ 2) = r ^ q * Real.exp _
    rw [density_eq, ← hq, pow_add]
    generalize Real.exp (-(2 * Z / ((l : ℝ) + 1) * r)) = E
    field_simp
  refine ⟨(integrableOn_congr_fun hE measurableSet_Ioi).2 (integrableOn_pow_exp q ha), ?_⟩
  have hnum := (setIntegral_congr_fun (μ := volume) measurableSet_Ioi hE).trans
    (integral_pow_exp q ha)
  have hden : ∫ r in Ioi (0 : ℝ), circularRadial Z l r ^ 2 * r ^ 2 = _ :=
    (setIntegral_congr_fun measurableSet_Ioi (fun r _ => density_eq Z l r)).trans
      (integral_pow_exp (2 * l + 2) ha)
  have alg : ∀ a F G : ℝ, 0 < a → G ≠ 0 →
      (F / a ^ (q + 1)) / (G / a ^ (2 * l + 2 + 1)) = a ^ p * F / G := by
    intro a F G h hG
    rw [show a ^ (2 * l + 2 + 1) = a ^ (q + 1) * a ^ p by rw [← hq]; ring]
    field_simp
  exact (congrArg₂ (· / ·) hnum hden).trans
    (alg _ _ _ ha (by exact_mod_cast (2 * l + 2).factorial_ne_zero))

/-- The expectation of `r⁻²` in the circular function is `Z²/(n³(l+1/2))`. -/
theorem mean_inv_sq {Z : ℝ} (hZ : 0 < Z) (l : ℕ) :
    radialMean (circularRadial Z l) (fun r => (r ^ 2)⁻¹)
      = Z ^ 2 / (((l : ℝ) + 1) ^ 3 * (l + 1 / 2)) := by
  rw [(mean_inv_pow hZ (l := l) (p := 2) (q := 2 * l) rfl).2]
  have hf : ((2 * l + 2).factorial : ℝ) = (2 * l + 2) * (2 * l + 1) * (2 * l).factorial := by
    rw [Nat.factorial_succ, Nat.factorial_succ]
    push_cast
    ring
  have hF : (0 : ℝ) < (2 * l).factorial := by exact_mod_cast (2 * l).factorial_pos
  rw [hf]
  generalize ((2 * l).factorial : ℝ) = F at hF ⊢
  field_simp

/-- For `l ≥ 1` and `n = l + 1` the expectation of `r⁻³` in the circular function converges and
equals `Z³/(n³ l(l+1/2)(l+1))`. -/
theorem mean_inv_cube {Z : ℝ} (hZ : 0 < Z) {l : ℕ} (hl : 1 ≤ l) :
    IntegrableOn (fun r => (r ^ 3)⁻¹ * (circularRadial Z l r ^ 2 * r ^ 2)) (Ioi 0) ∧
    radialMean (circularRadial Z l) (fun r => (r ^ 3)⁻¹)
      = Z ^ 3 / (((l : ℝ) + 1) ^ 3 * (l * (l + 1 / 2) * (l + 1))) := by
  obtain ⟨m, rfl⟩ : ∃ m, l = m + 1 := ⟨l - 1, by omega⟩
  have h := mean_inv_pow hZ (l := m + 1) (p := 3) (q := 2 * m + 1) (by omega)
  refine ⟨h.1, h.2.trans ?_⟩
  -- three factors of the factorial survive in the quotient
  have hf : ((2 * (m + 1) + 2).factorial : ℝ)
      = (2 * m + 4) * (2 * m + 3) * (2 * m + 2) * (2 * m + 1).factorial := by
    rw [show 2 * (m + 1) + 2 = 2 * m + 1 + 1 + 1 + 1 by ring, Nat.factorial_succ (2 * m + 1 + 1 + 1),
      Nat.factorial_succ (2 * m + 1 + 1), Nat.factorial_succ (2 * m + 1)]
    push_cast
    ring
  have hF : (0 : ℝ) < (2 * m + 1).factorial := by exact_mod_cast (2 * m + 1).factorial_pos
  rw [hf]
  generalize ((2 * m + 1).factorial : ℝ) = F at hF ⊢
  push_cast
  field_simp
  ring

/-- In a circular function with `l ≥ 1` the means satisfy `l(l+1)⟨r⁻³⟩ = Z⟨r⁻²⟩`. -/
theorem centrifugal_balance {Z : ℝ} (hZ : 0 < Z) {l : ℕ} (hl : 1 ≤ l) :
    (l : ℝ) * (l + 1) * radialMean (circularRadial Z l) (fun r => (r ^ 3)⁻¹)
      = Z * radialMean (circularRadial Z l) (fun r => (r ^ 2)⁻¹) := by
  have h0 : (0 : ℝ) < l := by exact_mod_cast hl
  rw [(mean_inv_cube hZ hl).2, mean_inv_sq hZ]
  field_simp

/-- For `l = 0` the integrand of the `r⁻³` expectation is not integrable on `(0, ∞)`. -/
theorem s_state_diverges (Z : ℝ) :
    ¬ IntegrableOn (fun r => (r ^ 3)⁻¹ * (circularRadial Z 0 r ^ 2 * r ^ 2)) (Ioi 0) := by
  intro h
  have h1 := (intervalIntegrable_iff_integrableOn_Ioc_of_le (zero_le_one' ℝ)).2
    (h.mono_set Ioc_subset_Ioi_self)
  -- removing the smooth exponential leaves 1/r near the nucleus
  have h2 := h1.mul_continuousOn (g := fun x => Real.exp (2 * Z * x)) (by fun_prop)
  have h3 : IntegrableOn (fun x : ℝ => x⁻¹) (Ioc 0 1) := by
    refine ((intervalIntegrable_iff_integrableOn_Ioc_of_le (zero_le_one' ℝ)).1 h2).congr_fun
      (fun x hx => ?_) measurableSet_Ioc
    have hx0 : x ≠ 0 := ne_of_gt hx.1
    have he : Real.exp (-(2 * Z / (((0 : ℕ) : ℝ) + 1) * x)) * Real.exp (2 * Z * x) = 1 := by
      rw [← Real.exp_add]
      simp
    show (x ^ 3)⁻¹ * (circularRadial Z 0 x ^ 2 * x ^ 2) * Real.exp (2 * Z * x) = x⁻¹
    rw [density_eq, mul_assoc, mul_assoc, he]
    field_simp
  have h4 := intervalIntegrable_inv_iff.1
    ((intervalIntegrable_iff_integrableOn_Ioc_of_le (zero_le_one' ℝ)).2 h3)
  simp at h4

end

end CircularHyperfine
```

```lean
#print axioms CircularHyperfine.radial_schrodinger
#print axioms CircularHyperfine.centrifugal_balance
#print axioms CircularHyperfine.s_state_diverges
```

```
'CircularHyperfine.radial_schrodinger' depends on axioms: [propext, Classical.choice, Quot.sound]
'CircularHyperfine.centrifugal_balance' depends on axioms: [propext, Classical.choice, Quot.sound]
'CircularHyperfine.s_state_diverges' depends on axioms: [propext, Classical.choice, Quot.sound]
```

### What the theorems say

The function $R$ is `circularRadial Z l`. It is indexed by the natural number `l`, and the principal quantum number appears as `(l : ℝ) + 1`. Your condition $n\ge2$, $l=n-1$ therefore becomes the single hypothesis `1 ≤ l`. The function is left unnormalized, and `radialMean` divides by the norm integral, so its values are the normalized expectations. The set `Ioi 0` is the open half-line $(0,\infty)$, and $r^{-3}$ is written `(r ^ 3)⁻¹`.

The main theorem is `mean_inv_cube`. For `0 < Z` and `1 ≤ l` it has two conclusions: the integrand of the numerator is integrable on the half-line, and the mean has the stated value. Convergence is thus proved, not assumed. The hypothesis on $Z$ stands for an attractive nucleus, without which the exponential would not decay.

The other results have these ranges:

- `radial_schrodinger` states the differential equation at each $r>0$, for every real $Z$ and every $l$. It is a pointwise identity and makes no statement about operator domains or completeness.
- `mean_inv_pow` gives, for `0 < Z`, convergence and value for every inverse power with `q + p = 2 * l + 2`.
- `mean_inv_sq` assumes `0 < Z` and holds for all $l$, including $l=0$.
- `centrifugal_balance` assumes `0 < Z` and $l\ge1$.
- `s_state_diverges` says that for $l=0$ the $r^{-3}$ integrand is not integrable. It holds for every real $Z$, because the integrand behaves like $1/r$ at the nucleus whatever the value of $Z$.

The closed form is the familiar hydrogenic one for all $n>l\ge1$, but the theorem treats only the nodeless functions with $n=l+1$. The angular part, the nuclear moment and the hyperfine Hamiltonian do not appear in the file. Relativity, finite nuclear size and other electrons are absent from the model as well.

### How the proof follows the calculation

**The differential equation.** `hasDerivAt_reducedRadial` is the formula for $u'$, obtained from the product and chain rules at any $r\ne0$. To differentiate again, `radial_schrodinger` needs that formula in a neighbourhood of $r$ and not only at the point itself; this is the step `he`. The product rule then gives $u''$. After the value of $u$ has been replaced by a plain variable, `field_simp` and `ring` carry out the cancellation.

**The exponential integral.** `integral_pow_exp` is $I_k=k!/a^{k+1}$. In place of repeated integration by parts, it takes Mathlib's Gamma integral and uses $\Gamma(k+1)=k!$. The lemma `integrableOn_pow_exp` then obtains convergence from the value: Mathlib assigns the integral $0$ to a non-integrable function, whereas $k!/a^{k+1}$ is positive.

**The moments.** `density_eq` is the identity $R^2r^2=r^{2l+2}e^{-ar}$. In `mean_inv_pow`, the step `hE` lowers the power from $2l+2$ to $q$ on the half-line, where $r\neq0$. The steps `hnum` and `hden` evaluate the numerator and the denominator, and `alg` cancels the powers of $a$ in their quotient. Writing the condition as `q + p = 2 * l + 2` avoids subtraction of natural numbers.

**The cases $p=2$ and $p=3$.** `mean_inv_sq` removes two factors from $(2l+2)!$. `mean_inv_cube` first writes $l=m+1$, which is where $l\ge1$ is used, so that $q=2l-1$ becomes $2m+1$. It then splits off the three surviving factors and cancels the common factorial. `centrifugal_balance` inserts the two values and simplifies.

**The divergence.** `s_state_diverges` argues by contradiction. If the integrand were integrable on $(0,\infty)$, it would be so on $(0,1]$. Multiplication by the continuous function $e^{2Zr}$ would preserve this and leave exactly $1/r$, which Mathlib knows not to be integrable up to $0$.

### The mean potential energy from the same formula

Setting $p=1$ and $q=2l+1$ in the moment formula gives

$$\langle r^{-1}\rangle=\frac{2Z}{n}\cdot\frac{1}{2l+2}=\frac{Z}{n^2}.$$

The mean potential energy is then $-Z^2/n^2$, twice the total energy, as the virial theorem requires.

### Checking a radial-grid code

An atomic structure code often stores $P(r)=rR(r)$ on a logarithmic grid $r=e^x$. Since $dr=r\,dx$, the quantity to evaluate is

$$\langle r^{-3}\rangle=\frac{\int P^2r^{-2}\,dx}{\int P^2\,r\,dx}.$$

For this one-electron, point-nucleus model, the formula supplies exact test values: at $Z=1$ the 2p function gives $1/24$ and the 3d function gives $1/405$. Errors in the small-$r$ behaviour of $P$ show up more strongly here than in the energy, because the weight $r^{-3}$ favours the region near the nucleus.

The same routine applied to a 1s function returns a finite number, since the grid stops at some $r_{\min}>0$. That number grows like $4Z^3\ln(1/r_{\min})$ as the grid is extended inwards, so it reflects the cutoff and not a property of the atom.
